# Only same-coloured couplings add noise to a coloured random-sign trace estimate

For non-interacting electrons in a finite orthonormal basis, the electron number is the trace of the one-particle density matrix $A$. In a large system this matrix is often available only through its action on vectors. One then draws a vector $z$ of random signs and uses $z^TAz$ as an estimate of $\operatorname{tr}A$. The off-diagonal elements of $A$ make the estimate noisy.

To reduce the noise, give each site $i$ a colour $\mathrm{col}(i)$, let $z_c$ equal $z$ on colour $c$ and zero elsewhere, and use

$$X=\sum_c z_c^TAz_c .$$

This drops the products between different colours. For real symmetric $A$ and independent signs, each $+1$ or $-1$ with probability one half,

$$\langle X\rangle=\operatorname{tr}A,\qquad \operatorname{Var}X=2\sum_{i\ne j,\ \mathrm{col}(i)=\mathrm{col}(j)}A_{ij}^2,$$

where the sum runs over ordered pairs. If the elements of $A$ decay with distance, it pays to let only distant sites share a colour.

In practice $A$ is often a truncated polynomial in a Hamiltonian. The formulas then hold for that polynomial, and the step from its trace to the trace of the intended matrix function needs a separate error estimate.

## Finitely many sites and colours

The sites form a finite type `n`, the colours a finite type `κ`. A second colour type, `μ`, serves to compare two colourings.

```lean
import Mathlib

open Matrix

namespace ColouredProbes

noncomputable section

variable {n κ μ : Type*} [Fintype n] [DecidableEq n] [Fintype κ] [DecidableEq κ]
  [Fintype μ] [DecidableEq μ]
```

A configuration `s` assigns a Boolean to each site, and `spin s i` is the sign $z_i=\pm1$. The name is borrowed from Ising models; no quantum spin is involved.

```lean
/-- The sign, +1 or -1, that the configuration `s` assigns to site `i`. -/
def spin (s : n → Bool) (i : n) : ℝ := if s i then 1 else -1
```

Finiteness lets the average $\langle\cdot\rangle$ be a plain sum over all $2^{|n|}$ configurations, each with equal weight. For infinitely many sites this definition is lost, and the trace itself may diverge, as it does for the identity.

```lean
/-- The uniform average over all sign configurations. -/
def mean (f : (n → Bool) → ℝ) : ℝ := (∑ s, f s) / 2 ^ Fintype.card n
```

Covariance and variance are those of this exact distribution, not sample estimates from a few draws.

```lean
/-- The covariance of two observables of the random signs. -/
def covariance (f g : (n → Bool) → ℝ) : ℝ :=
  mean (fun s => (f s - mean f) * (g s - mean g))

/-- The variance of an observable of the random signs. -/
def variance (f : (n → Bool) → ℝ) : ℝ := covariance f f
```

The next three definitions are $z_c$, the term $z_c^TAz_c$ and the estimator $X$.

```lean
/-- The random probe restricted to the sites of colour `c`. -/
def probe (col : n → κ) (c : κ) (s : n → Bool) : n → ℝ :=
  fun i => if col i = c then spin s i else 0

/-- The contribution of colour `c`: the quadratic form of `A` in the probe of that colour. -/
def colourTerm (A : Matrix n n ℝ) (col : n → κ) (c : κ) (s : n → Bool) : ℝ :=
  probe col c s ⬝ᵥ A *ᵥ probe col c s

/-- The coloured trace estimator: the sum of the contributions of all colours. -/
def estimator (A : Matrix n n ℝ) (col : n → κ) (s : n → Bool) : ℝ :=
  ∑ c, colourTerm A col c s
```

Every calculation below passes through a general quadratic form $\sum_{ij}M_{ij}z_iz_j$, with no factor $\tfrac12$.

```lean
/-- The quadratic form of the coupling matrix `M` in the random signs. -/
def quad (M : Matrix n n ℝ) (s : n → Bool) : ℝ :=
  ∑ i, ∑ j, M i j * (spin s i * spin s j)
```

## Independent, fair signs

Equal weight for all configurations means that each $z_i$ is $\pm1$ with probability one half, independently of the others. The derivation uses this twice: $z_i^2=1$ always, and reversing one sign leaves the average unchanged. A product containing some sign an odd number of times therefore averages to zero, so $\langle z_iz_j\rangle=\delta_{ij}$.

For $i\neq j$,

$$\langle z_iz_jz_kz_l\rangle=\delta_{ki}\delta_{lj}+\delta_{kj}\delta_{li}.$$

If $k,l$ are $i,j$ in either order, the product is 1. Otherwise there are two cases. If exactly one of $k,l$ equals $i$, the other is not $j$, so $z_j$ occurs once. If neither or both equal $i$, then $z_i$ occurs one or three times.

For matrices $M$ and $N$, the mean of $\sum_{ij}M_{ij}z_iz_j$ is $\operatorname{tr}M$. Subtracting it removes exactly the diagonal, because $z_i^2=1$. The covariance of the two forms is then

$$\sum_{i\ne j}\sum_{k\neq l}M_{ij}N_{kl}\langle z_iz_jz_kz_l\rangle=\sum_{i\neq j}M_{ij}(N_{ij}+N_{ji}).$$

In Lean, the first lemma takes the average inside a double sum.

```lean
/-- The average of a weighted double sum is the weighted double sum of the averages. -/
theorem mean_double_sum (M : Matrix n n ℝ) (f : n → n → (n → Bool) → ℝ) :
    mean (fun s => ∑ i, ∑ j, M i j * f i j s) = ∑ i, ∑ j, M i j * mean (f i j) := by
  simp only [mean]
  rw [Finset.sum_comm, Finset.sum_div]
  refine Finset.sum_congr rfl fun i _ => ?_
  rw [Finset.sum_comm, Finset.sum_div]
  refine Finset.sum_congr rfl fun j _ => ?_
  rw [← Finset.mul_sum, mul_div_assoc]
```

The four-sign average follows the case distinction above. Inside the proof, `odd` is the sign-reversal argument: flipping one Boolean is its own inverse, so it only permutes the configurations.

```lean
/-- For distinct sites `i` and `j`, the average of four signs at `i, j, k, l` is one if the
pair `k, l` equals the pair `i, j` in either order, and zero otherwise. -/
theorem mean_four_spins {i j : n} (hij : i ≠ j) (k l : n) :
    mean (fun s => spin s i * spin s j * (spin s k * spin s l)) =
      (if k = i ∧ l = j then 1 else 0) + (if k = j ∧ l = i then 1 else 0) := by
  have sq : ∀ (s : n → Bool) a, spin s a * spin s a = 1 := by
    intro s a
    unfold spin
    split_ifs <;> norm_num
  have one : mean (fun _ : n → Bool => (1 : ℝ)) = 1 := by simp [mean]
  have spin_flip : ∀ (s : n → Bool) (m a : n),
      spin (Function.update s m (!s m)) a = if a = m then -spin s a else spin s a := by
    intro s m a
    by_cases h : a = m
    · subst h
      cases hs : s a <;> simp [spin, hs]
    · simp [spin, h]
  -- an observable that is odd under the flip of one sign averages to zero
  have odd : ∀ (f : (n → Bool) → ℝ) (m : n),
      (∀ s, f (Function.update s m (!s m)) = -f s) → mean f = 0 := by
    intro f m h
    have inv : Function.Involutive
        (fun s : n → Bool => Function.update s m (!s m)) := by
      intro s
      simp
    have e : ∑ s, f (Function.update s m (!s m)) = ∑ s, f s :=
      Equiv.sum_comp inv.toPerm f
    simp only [h, Finset.sum_neg_distrib] at e
    have z : ∑ s, f s = 0 := by linarith
    simp [mean, z]
  by_cases h1 : k = i ∧ l = j
  · rw [h1.1, h1.2]
    have e : (fun s : n → Bool => spin s i * spin s j * (spin s i * spin s j)) =
        fun _ => 1 := by
      funext s
      linear_combination (spin s j * spin s j) * sq s i + sq s j
    rw [e, one]
    simp [hij]
  by_cases h2 : k = j ∧ l = i
  · rw [h2.1, h2.2]
    have e : (fun s : n → Bool => spin s i * spin s j * (spin s j * spin s i)) =
        fun _ => 1 := by
      funext s
      linear_combination (spin s j * spin s j) * sq s i + sq s j
    rw [e, one]
    simp [hij]
  rw [if_neg h1, if_neg h2, add_zero]
  -- otherwise the sign at `i` or the sign at `j` occurs an odd number of times
  by_cases hi : k = i ↔ l = i
  · apply odd _ i
    intro s
    by_cases hk : k = i
    · have hl := hi.mp hk
      simp only [spin_flip, hk, hl, hij.symm, ↓reduceIte]
      ring
    · have hl : ¬ l = i := fun h => hk (hi.mpr h)
      simp only [spin_flip, hk, hl, hij.symm, ↓reduceIte]
      ring
  · apply odd _ j
    intro s
    by_cases hk : k = i
    · have hl : ¬ l = j := fun h => h1 ⟨hk, h⟩
      simp only [spin_flip, hk, hl, hij, ↓reduceIte]
      ring
    · have hl : l = i := by tauto
      have hkj : ¬ k = j := fun h => h2 ⟨h, hl⟩
      simp only [spin_flip, hkj, hl, hij, ↓reduceIte]
      ring
```

Setting $k=l=i$ in that result gives the two-sign average for distinct sites; for equal sites it is 1 because $z_i^2=1$. The mean of a quadratic form follows.

```lean
/-- The average of a quadratic form in the random signs is the trace of its matrix. -/
theorem mean_quad (M : Matrix n n ℝ) : mean (quad M) = M.trace := by
  have sq : ∀ (s : n → Bool) a, spin s a * spin s a = 1 := by
    intro s a
    unfold spin
    split_ifs <;> norm_num
  have two : ∀ i j : n, mean (fun s => spin s i * spin s j) = if i = j then 1 else 0 := by
    intro i j
    by_cases hij : i = j
    · subst hij
      simp [mean, sq]
    · have h4 := mean_four_spins hij i i
      simpa [sq, hij] using h4
  calc mean (quad M) = ∑ i, ∑ j, M i j * mean (fun s => spin s i * spin s j) :=
        mean_double_sum M (fun i j s => spin s i * spin s j)
    _ = M.trace := by simp [two, Matrix.trace]
```

For the covariance, `centred` removes the diagonal, `key` inserts the four-sign average, and `pick` evaluates the sums over Kronecker deltas.

```lean
/-- The covariance of two quadratic forms in the random signs involves only the
off-diagonal entries of their matrices. -/
theorem covariance_quad (M N : Matrix n n ℝ) :
    covariance (quad M) (quad N) =
      ∑ i, ∑ j, if i = j then 0 else M i j * (N i j + N j i) := by
  have sq : ∀ (s : n → Bool) a, spin s a * spin s a = 1 := by
    intro s a
    unfold spin
    split_ifs <;> norm_num
  -- subtracting the mean removes the diagonal
  have centred : ∀ (K : Matrix n n ℝ) (s : n → Bool), quad K s - mean (quad K) =
      quad (Matrix.of fun i j => if i = j then 0 else K i j) s := by
    intro K s
    rw [mean_quad, sub_eq_iff_eq_add]
    simp only [quad, Matrix.trace, Matrix.diag_apply, Matrix.of_apply]
    rw [← Finset.sum_add_distrib]
    refine Finset.sum_congr rfl fun i _ => ?_
    have d : K i i = ∑ j, if i = j then K i j else 0 := by simp
    rw [d, ← Finset.sum_add_distrib]
    refine Finset.sum_congr rfl fun j _ => ?_
    by_cases h : i = j
    · subst h
      simp [sq]
    · simp [h]
  -- the four-sign average pairs the off-diagonal entries
  have key : ∀ P Q : Matrix n n ℝ, (∀ i, P i i = 0) →
      mean (fun s => quad P s * quad Q s) = ∑ i, ∑ j, P i j * (Q i j + Q j i) := by
    intro P Q h0
    have pick : ∀ a b, ∑ k, ∑ l, Q k l * (if k = a ∧ l = b then (1 : ℝ) else 0) = Q a b :=
      fun a b => (Finset.sum_eq_single a (fun k _ hk => by simp [hk]) (by simp)).trans
        ((Finset.sum_eq_single b (fun l _ hl => by simp [hl]) (by simp)).trans (by simp))
    have e : (fun s => quad P s * quad Q s) =
        fun s => ∑ i, ∑ j, P i j * (spin s i * spin s j * quad Q s) := by
      funext s
      rw [quad, Finset.sum_mul]
      refine Finset.sum_congr rfl fun i _ => ?_
      rw [Finset.sum_mul]
      exact Finset.sum_congr rfl fun j _ => by ring
    rw [e, mean_double_sum P (fun i j s => spin s i * spin s j * quad Q s)]
    refine Finset.sum_congr rfl fun i _ => Finset.sum_congr rfl fun j _ => ?_
    by_cases hij : i = j
    · subst hij
      simp [h0]
    · have e2 : (fun s => spin s i * spin s j * quad Q s) =
          fun s => ∑ k, ∑ l, Q k l * (spin s i * spin s j * (spin s k * spin s l)) := by
        funext s
        simp only [quad, Finset.mul_sum]
        exact Finset.sum_congr rfl fun k _ => Finset.sum_congr rfl fun l _ => by ring
      rw [e2, mean_double_sum Q
        (fun k l s => spin s i * spin s j * (spin s k * spin s l))]
      simp only [mean_four_spins hij, mul_add, Finset.sum_add_distrib, pick]
  unfold covariance
  simp only [centred]
  rw [key _ _ (by simp)]
  refine Finset.sum_congr rfl fun i _ => Finset.sum_congr rfl fun j _ => ?_
  by_cases h : i = j
  · simp [h]
  · simp [h, Ne.symm h]
```

Independence, zero mean and unit variance alone would not give the same noise: for a single site with a standard Gaussian $z$, the variance of $Az^2$ is $2A^2$ instead of zero. Fair signs without independence do not suffice either. With two sites and $z_1=z_2$, the one-colour estimate has mean $\operatorname{tr}A+A_{12}+A_{21}$.

## An arbitrary assignment of colours

In graph theory a colouring usually keeps neighbours apart. Here `col` is any function from sites to colours, so coupled sites may share a colour and some colours may be unused.

One colour contributes $\sum_{ij}A_{ij}z_iz_j$ with both sites of colour $c$. Each pair of equally coloured sites is counted for exactly one $c$, and other pairs for none. Hence

$$X=\sum_{ij}B_{ij}z_iz_j,\qquad B_{ij}=\begin{cases}A_{ij}&\mathrm{col}(i)=\mathrm{col}(j)\\0&\text{otherwise.}\end{cases}$$

The two lemmas are these two statements. The first checks the four possibilities for the colours of $i$ and $j$; the second exchanges the order of summation and carries out the sum over $c$.

```lean
omit [DecidableEq n] [Fintype κ] in
/-- The contribution of one colour is the quadratic form of `A` restricted to that colour. -/
theorem colourTerm_eq_quad (A : Matrix n n ℝ) (col : n → κ) (c : κ) (s : n → Bool) :
    colourTerm A col c s =
      quad (Matrix.of fun i j => if col i = c ∧ col j = c then A i j else 0) s := by
  simp only [colourTerm, dotProduct, Matrix.mulVec, probe, quad, Matrix.of_apply,
    Finset.mul_sum]
  refine Finset.sum_congr rfl fun i _ => Finset.sum_congr rfl fun j _ => ?_
  by_cases hi : col i = c <;> by_cases hj : col j = c <;> simp [hi, hj]
  ring

/-- The coloured estimator is the quadratic form of `A` with all entries between
differently coloured sites removed. -/
theorem estimator_eq_quad (A : Matrix n n ℝ) (col : n → κ) (s : n → Bool) :
    estimator A col s =
      quad (Matrix.of fun i j => if col i = col j then A i j else 0) s := by
  simp only [estimator, colourTerm_eq_quad, quad, Matrix.of_apply]
  rw [Finset.sum_comm]
  refine Finset.sum_congr rfl fun i _ => ?_
  rw [Finset.sum_comm]
  refine Finset.sum_congr rfl fun j _ => ?_
  rw [← Finset.sum_mul]
  congr 1
  simp only [ite_and, Finset.sum_ite_eq, Finset.mem_univ, if_true]
  by_cases h : col i = col j
  · simp [h]
  · simp [h, Ne.symm h]
```

For two colours $c\neq d$, the restricted matrices have no common nonzero position, even after transposition, so every term of the covariance formula vanishes. The condition `c ≠ d` is needed because a colour's covariance with itself is its own variance, which is generally positive.

```lean
/-- The contributions of two different colours are uncorrelated. -/
theorem colours_uncorrelated (A : Matrix n n ℝ) (col : n → κ) {c d : κ} (h : c ≠ d) :
    covariance (colourTerm A col c) (colourTerm A col d) = 0 := by
  rw [funext (colourTerm_eq_quad A col c), funext (colourTerm_eq_quad A col d),
    covariance_quad]
  refine Finset.sum_eq_zero fun i _ => Finset.sum_eq_zero fun j _ => ?_
  by_cases hi : col i = c
  · simp [hi, h]
  · simp [hi]
```

Since a site has the same colour as itself, $B_{ii}=A_{ii}$, and the mean is $\operatorname{tr}A$ for every colouring.

```lean
/-- For every colouring, the average of the coloured estimator is the trace of `A`. -/
theorem mean_estimator (A : Matrix n n ℝ) (col : n → κ) :
    mean (estimator A col) = A.trace := by
  rw [funext (estimator_eq_quad A col), mean_quad]
  simp [Matrix.trace]
```

## A symmetric matrix

The hypothesis `A.IsSymm` says $A_{ij}=A_{ji}$, as for a density matrix in a real basis with real orbitals. Neither the mean nor the absence of correlation between colours needed it. It enters at the last step of the variance:

$$\operatorname{Var}X=\sum_{i\ne j}B_{ij}(B_{ij}+B_{ji})=2\sum_{i\neq j}B_{ij}^2 .$$

In the theorem the `if` selects ordered pairs of distinct, equally coloured sites. The proof inserts $M=N=B$ into the covariance formula and uses `hA.apply i j` to identify the two elements.

```lean
/-- For real symmetric `A` and any colouring, the variance of the coloured estimator is twice
the sum of `A i j ^ 2` over ordered pairs of distinct sites of the same colour. -/
theorem variance_estimator (A : Matrix n n ℝ) (hA : A.IsSymm) (col : n → κ) :
    variance (estimator A col) =
      2 * ∑ i, ∑ j, if i ≠ j ∧ col i = col j then A i j ^ 2 else 0 := by
  rw [variance, funext (estimator_eq_quad A col), covariance_quad, Finset.mul_sum]
  refine Finset.sum_congr rfl fun i _ => ?_
  rw [Finset.mul_sum]
  refine Finset.sum_congr rfl fun j _ => ?_
  by_cases h : i = j
  · simp [h]
  by_cases hc : col i = col j
  · simp [h, hc, hA.apply i j]
    ring
  · simp [h, hc]
```

For a general real matrix this formula fails. With two sites of one colour, $A_{12}=1$, $A_{21}=-1$ and zero diagonal, $X$ is always zero, while the right-hand side is 4. The same argument, stopped one step earlier, gives a formula for every real $A$, which is derived here but not stated as a theorem in the code:

$$\operatorname{Var}X=\sum_{\{i,j\}\ \text{same colour}}(A_{ij}+A_{ji})^2,$$

summed over unordered pairs of distinct sites.

As a symmetric example with simple numbers, take three sites in a chain with $A_{ii}=5$, $A_{12}=A_{23}=2$ and $A_{13}=1$. This $A$ is not an electronic density matrix, whose diagonal elements are orbital occupations and cannot exceed 2. With one colour the variance is $2\cdot2(4+4+1)=36$. With alternating colours $\{1,3\},\{2\}$ we have $X=15+2z_1z_3$, which is 17 or 13, so the variance is 4. The separate colour terms need two products of $A$ with a vector instead of one; two independent uncoloured estimates, averaged, would have variance 18.

## One colouring refines the other

The hypothesis `h` says that sites sharing a colour in `fine` also share one in `col`: old groups may be split, but never mixed. Each term of the variance sum for `fine` then also occurs for `col`, and any additional terms are squares. The proof makes this comparison pair by pair.

```lean
/-- For real symmetric `A`, splitting the colours of a colouring into finer ones never
increases the variance of the estimator. -/
theorem variance_le_of_refinement (A : Matrix n n ℝ) (hA : A.IsSymm)
    (col : n → κ) (fine : n → μ) (h : ∀ i j, fine i = fine j → col i = col j) :
    variance (estimator A fine) ≤ variance (estimator A col) := by
  rw [variance_estimator A hA, variance_estimator A hA]
  refine mul_le_mul_of_nonneg_left
    (Finset.sum_le_sum fun i _ => Finset.sum_le_sum fun j _ => ?_) (by norm_num)
  by_cases hf : i ≠ j ∧ fine i = fine j
  · rw [if_pos hf, if_pos ⟨hf.1, h _ _ hf.2⟩]
  · rw [if_neg hf]
    split_ifs
    · exact sq_nonneg _
    · exact le_rfl

end

end ColouredProbes
```

Without this relation the noise can grow. In the chain, replacing $\{1,3\},\{2\}$ by $\{1,2\},\{3\}$ keeps two colours but raises the variance from 4 to 16. Symmetry is only a convenience here, since the formula for general $A$ is also a sum of squares. The inequality compares noise per sign vector; a finer colouring usually needs more products with $A$.

```lean
#print axioms ColouredProbes.colours_uncorrelated
#print axioms ColouredProbes.mean_estimator
#print axioms ColouredProbes.variance_estimator
#print axioms ColouredProbes.variance_le_of_refinement
```

```
'ColouredProbes.colours_uncorrelated' depends on axioms: [propext, Classical.choice, Quot.sound]
'ColouredProbes.mean_estimator' depends on axioms: [propext, Classical.choice, Quot.sound]
'ColouredProbes.variance_estimator' depends on axioms: [propext, Classical.choice, Quot.sound]
'ColouredProbes.variance_le_of_refinement' depends on axioms: [propext, Classical.choice, Quot.sound]
```
